# The vacuum four-point function of free fermionic fields is a signed sum over three pairings

Let $A_i = p_i + m_i$ be fermionic field operators, each the sum of a creation part $p_i$ and an annihilation part $m_i$, with mixed anticommutators that are numbers, $m_i p_j + p_j m_i = c_{ij}\,1$. Their vacuum expectation $\omega$ then satisfies

$$\omega(A_i A_j A_k A_l) = c_{ij}c_{kl} - c_{ik}c_{jl} + c_{il}c_{jk}.$$

I know this as the four-operator case of Wick's theorem, and I usually get it by moving annihilators to the right and trusting the signs. I would like to see a complete proof from the algebraic relations, checked by a proof assistant. Do I also have to assume that the annihilation parts anticommute with each other?

## The formula holds without assuming that annihilators anticommute

No, you don't. The mixed anticommutators and the vacuum conditions

$$\omega(1)=1,\qquad \omega(p_i x)=0,\qquad \omega(x m_i)=0 \quad\text{for every operator } x$$

are enough. The last two say that $p_i$ gives zero on the vacuum bra and $m_i$ gives zero on the vacuum ket.

### Moving one annihilator to the right

For two fields, the terms of $A_iA_j$ that begin with $p_i$ or end with $m_j$ drop out, so

$$\omega(A_iA_j)=\omega(m_ip_j)=c_{ij}\,\omega(1)-\omega(p_jm_i)=c_{ij}.$$

For longer products, write $D_{ij}=m_im_j+m_jm_i$. Adding the two anticommutators gives

$$m_iA_j=c_{ij}\,1+D_{ij}-A_jm_i .$$

If $D_{ij}$ can be ignored, the four-point function follows by three exchanges:

$$\begin{aligned}
\omega(A_iA_jA_kA_l)&=\omega(m_iA_jA_kA_l)\\
&=c_{ij}\,\omega(A_kA_l)-\omega(A_jm_iA_kA_l)\\
&=c_{ij}\,\omega(A_kA_l)-c_{ik}\,\omega(A_jA_l)+\omega(A_jA_km_iA_l)\\
&=c_{ij}\,\omega(A_kA_l)-c_{ik}\,\omega(A_jA_l)+c_{il}\,\omega(A_jA_k)-\omega(A_jA_kA_lm_i).
\end{aligned}$$

The last term is zero, and inserting the two-point functions gives the result.

### Why the annihilator anticommutator drops out

We need $\omega(x\,D_{ij}\,F)=0$ for every operator $x$ and every product of fields $F$. First, $D_{ij}$ commutes with every creator, because

$$[m_im_j,p_k]=m_i(m_jp_k+p_km_j)-(m_ip_k+p_km_i)m_j=c_{jk}m_i-c_{ik}m_j,$$

and exchanging $i$ and $j$ gives the opposite of this.

Second, $F$ can be replaced under $\omega$ by a polynomial $z$ in creators: $\omega(xF)=\omega(xz)$ for all $x$. To see this, build $F$ from the right, starting with $1$. Multiplying a creator polynomial by $p_j$ gives another one. Multiplying by $m_j$ does too, under $\omega$: use $m_jp_ky=c_{jk}y-p_km_jy$ repeatedly until $m_j$ stands at the far right, where it gives zero.

So $\omega(xD_{ij}F)=\omega(xD_{ij}z)$. In each term of $z$, $D_{ij}$ moves through the creators to the far right. Both of its terms end in an annihilator, so the expectation vanishes.

### The Lean file

```lean
import Mathlib

open Finset

namespace FermionicWick

variable {K R ι : Type*} [CommRing K] [Ring R] [Algebra K R]

/-- The field operator `A i = p i + m i`, the sum of a creation part and an annihilation part. -/
def fieldOp (p m : ι → R) (i : ι) : R := p i + m i

/-- The functional `ω` is a normalised vacuum expectation for the creation parts `p` and the
annihilation parts `m`, whose mixed anticommutators are the numbers `c i j`. -/
structure IsFermiVacuum (p m : ι → R) (c : ι → ι → K) (ω : R →ₗ[K] K) : Prop where
  anticomm : ∀ i j, m i * p j + p j * m i = c i j • (1 : R)
  normalised : ω 1 = 1
  create_left : ∀ i x, ω (p i * x) = 0
  annihilate_right : ∀ i x, ω (x * m i) = 0

/-- The polynomials in the creation parts: the operators built from `1` by left multiplication
with creation parts, by sums and by scalar multiples. -/
inductive CreatorPoly (K : Type*) {R ι : Type*} [CommRing K] [Ring R] [Algebra K R]
    (p : ι → R) : R → Prop
  | one : CreatorPoly K p 1
  | create (k : ι) {y : R} : CreatorPoly K p y → CreatorPoly K p (p k * y)
  | add {y z : R} : CreatorPoly K p y → CreatorPoly K p z → CreatorPoly K p (y + z)
  | smul (a : K) {y : R} : CreatorPoly K p y → CreatorPoly K p (a • y)

variable {p m : ι → R} {c : ι → ι → K} {ω : R →ₗ[K] K}

/-- An annihilation part times a polynomial in creators can be replaced, inside the vacuum
expectation and behind any operator `x`, by another polynomial in creators. -/
theorem annihilate_creatorPoly (h : IsFermiVacuum p m c ω) (i : ι) {y : R}
    (hy : CreatorPoly K p y) :
    ∃ z, CreatorPoly K p z ∧ ∀ x, ω (x * (m i * y)) = ω (x * z) := by
  induction hy with
  | one =>
    exact ⟨(0 : K) • 1, .smul 0 .one, fun x => by
      rw [mul_one, h.annihilate_right, zero_smul, mul_zero, map_zero]⟩
  | @create k y hy ih =>
    obtain ⟨z, hz, e⟩ := ih
    refine ⟨c i k • y + (-1 : K) • (p k * z), .add (.smul _ hy) (.smul _ (.create k hz)),
      fun x => ?_⟩
    have s : x * (m i * (p k * y))
        = x * ((m i * p k + p k * m i) * y) - (x * p k) * (m i * y) := by noncomm_ring
    rw [s, h.anticomm, map_sub, e]
    simp only [smul_mul_assoc, one_mul, mul_add, mul_smul_comm, map_add, map_smul,
      smul_eq_mul, mul_assoc]
    ring
  | add _ _ ih₁ ih₂ =>
    obtain ⟨z₁, hz₁, e₁⟩ := ih₁
    obtain ⟨z₂, hz₂, e₂⟩ := ih₂
    exact ⟨z₁ + z₂, .add hz₁ hz₂, fun x => by simp only [mul_add, map_add, e₁, e₂]⟩
  | smul a _ ih =>
    obtain ⟨z, hz, e⟩ := ih
    exact ⟨a • z, .smul a hz, fun x => by simp only [mul_smul_comm, map_smul, e]⟩

/-- Inside the vacuum expectation and behind any operator `x`, a product of field operators can
be replaced by a polynomial in creators. -/
theorem fields_to_creatorPoly (h : IsFermiVacuum p m c ω) (l : List ι) :
    ∃ z, CreatorPoly K p z ∧ ∀ x, ω (x * (l.map (fieldOp p m)).prod) = ω (x * z) := by
  induction l with
  | nil => exact ⟨1, .one, fun x => by simp⟩
  | cons j l ih =>
    obtain ⟨z, hz, e⟩ := ih
    obtain ⟨w, hw, f⟩ := annihilate_creatorPoly h j hz
    refine ⟨p j * z + w, .add (.create j hz) hw, fun x => ?_⟩
    have s : x * fieldOp p m j * z = x * (p j * z) + x * (m j * z) := by
      unfold fieldOp
      noncomm_ring
    rw [List.map_cons, List.prod_cons, ← mul_assoc, e, s, map_add, f, mul_add, map_add]

/-- The anticommutator of two annihilation parts, placed in front of a product of field
operators and behind any operator `x`, has vanishing vacuum expectation. -/
theorem annihilators_anticommute_weakly (h : IsFermiVacuum p m c ω) (i j : ι) (l : List ι)
    (x : R) : ω (x * ((m i * m j + m j * m i) * (l.map (fieldOp p m)).prod)) = 0 := by
  obtain ⟨z, hz, e⟩ := fields_to_creatorPoly h l
  rw [← mul_assoc, e, mul_assoc]
  clear e
  induction hz generalizing x with
  | one =>
    rw [mul_one, mul_add, map_add, ← mul_assoc, ← mul_assoc, h.annihilate_right,
      h.annihilate_right, add_zero]
  | @create k y _ ih =>
    -- the anticommutator of two annihilators commutes with every creator
    have s : (m i * m j + m j * m i) * p k - p k * (m i * m j + m j * m i)
        = m i * (m j * p k + p k * m j) - (m i * p k + p k * m i) * m j
          + m j * (m i * p k + p k * m i) - (m j * p k + p k * m j) * m i := by noncomm_ring
    rw [h.anticomm j k, h.anticomm i k] at s
    simp only [mul_smul_comm, smul_mul_assoc, mul_one, one_mul] at s
    have t := sub_eq_zero.mp (s.trans (by abel))
    rw [← mul_assoc (m i * m j + m j * m i), t, mul_assoc (p k), ← mul_assoc x]
    exact ih (x * p k)
  | add _ _ ih₁ ih₂ => rw [mul_add, mul_add, map_add, ih₁, ih₂, add_zero]
  | smul a _ ih => rw [mul_smul_comm, mul_smul_comm, map_smul, ih, smul_zero]

/-- Moving an annihilation part to the right through a product of field operators leaves, in the
vacuum expectation, the signed sum over its contractions with the single factors, each multiplied by
the expectation of the remaining product, with `x` still in front. -/
theorem annihilator_contractions (h : IsFermiVacuum p m c ω) (i : ι) (l : List ι) (x : R) :
    ω (x * (m i * (l.map (fieldOp p m)).prod)) = ∑ k : Fin l.length,
      (-1) ^ (k : ℕ) * c i (l.get k) * ω (x * ((l.eraseIdx k).map (fieldOp p m)).prod) := by
  induction l generalizing x with
  | nil => simp [h.annihilate_right]
  | cons j l ih =>
    -- exchange the annihilator with the first field operator
    have s : ∀ W : R, x * (m i * (fieldOp p m j * W))
        = x * ((m i * p j + p j * m i) * W) + x * ((m i * m j + m j * m i) * W)
          - x * fieldOp p m j * (m i * W) := by
      intro W
      unfold fieldOp
      noncomm_ring
    rw [List.map_cons, List.prod_cons, s, map_sub, map_add,
      annihilators_anticommute_weakly h, h.anticomm, smul_mul_assoc, one_mul, mul_smul_comm,
      map_smul, smul_eq_mul, add_zero, ih, sub_eq_add_neg, ← Finset.sum_neg_distrib]
    refine Eq.trans ?_ (Fin.sum_univ_succ (n := l.length) (fun k => (-1) ^ (k : ℕ) *
      c i ((j :: l).get k) * ω (x * (((j :: l).eraseIdx k).map (fieldOp p m)).prod))).symm
    refine congrArg₂ (· + ·) ?_ (Finset.sum_congr rfl fun k _ => ?_)
    · show _ = (-1) ^ 0 * c i j * ω (x * (l.map (fieldOp p m)).prod)
      ring
    · show _ = (-1) ^ ((k : ℕ) + 1) * c i (l.get k) *
        ω (x * (fieldOp p m j * ((l.eraseIdx k).map (fieldOp p m)).prod))
      rw [← mul_assoc x]
      ring

/-- Wick's recursion: the vacuum expectation of a product of field operators is the signed sum
over the contractions of the first factor with each of the others. -/
theorem wick_recursion (h : IsFermiVacuum p m c ω) (i : ι) (l : List ι) :
    ω (fieldOp p m i * (l.map (fieldOp p m)).prod) = ∑ k : Fin l.length,
      (-1) ^ (k : ℕ) * c i (l.get k) * ω ((l.eraseIdx k).map (fieldOp p m)).prod := by
  have s := annihilator_contractions h i l 1
  simp only [one_mul] at s
  rw [← s, fieldOp, add_mul, map_add, h.create_left, zero_add]

/-- The two-point function is the contraction `c i j`. -/
theorem two_point (h : IsFermiVacuum p m c ω) (i j : ι) :
    ω (fieldOp p m i * fieldOp p m j) = c i j := by
  have s : fieldOp p m i * fieldOp p m j = p i * (p j + m j)
      + (m i * p j + p j * m i) - p j * m i + m i * m j := by
    unfold fieldOp
    noncomm_ring
  rw [s, map_add, map_sub, map_add, h.create_left i, h.anticomm, h.create_left j,
    h.annihilate_right, map_smul, h.normalised]
  simp

/-- The fermionic four-point function is the sum over the three pairings, and the crossed
pairing carries a minus sign. -/
theorem four_point (h : IsFermiVacuum p m c ω) (i j k l : ι) :
    ω (fieldOp p m i * fieldOp p m j * fieldOp p m k * fieldOp p m l)
      = c i j * c k l - c i k * c j l + c i l * c j k := by
  have s : ω (fieldOp p m i * ([j, k, l].map (fieldOp p m)).prod)
      = (-1) ^ 0 * c i j * ω ([k, l].map (fieldOp p m)).prod
        + (-1) ^ 1 * c i k * ω ([j, l].map (fieldOp p m)).prod
        + (-1) ^ 2 * c i l * ω ([j, k].map (fieldOp p m)).prod :=
    (wick_recursion h i [j, k, l]).trans (Fin.sum_univ_three _)
  simp only [List.map_cons, List.map_nil, List.prod_cons, List.prod_nil, mul_one,
    two_point h] at s
  rw [mul_assoc, mul_assoc, s]
  ring

/-- The vacuum expectation of a product of an odd number of field operators vanishes. -/
theorem odd_point (h : IsFermiVacuum p m c ω) (l : List ι) (hl : Odd l.length) :
    ω (l.map (fieldOp p m)).prod = 0 := by
  obtain ⟨n, hn⟩ := hl
  induction n generalizing l with
  | zero =>
    obtain ⟨i, rfl⟩ := List.length_eq_one_iff.mp hn
    have a := h.create_left i 1
    have b := h.annihilate_right i 1
    rw [mul_one] at a
    rw [one_mul] at b
    simp [fieldOp, a, b]
  | succ n ih =>
    cases l with
    | nil => simp at hn
    | cons i l =>
      rw [List.length_cons] at hn
      rw [List.map_cons, List.prod_cons, wick_recursion h]
      refine Finset.sum_eq_zero fun k _ => ?_
      -- each contraction removes two field operators
      rw [ih (l.eraseIdx k) (by rw [List.length_eraseIdx_of_lt k.2]; omega), mul_zero]

/-- The upper left entry of a 2×2 matrix, as a linear functional. -/
def upperLeft : Matrix (Fin 2) (Fin 2) ℂ →ₗ[ℂ] ℂ where
  toFun X := X 0 0
  map_add' _ _ := rfl
  map_smul' _ _ := rfl

/-- One fermionic mode in 2×2 matrices, with amplitudes `v i` for creation and `u i` for
annihilation, satisfies the vacuum relations with contractions `u i * v j`. -/
theorem isFermiVacuum_witness (u v : ι → ℂ) :
    IsFermiVacuum (fun i => !![0, 0; v i, 0]) (fun i => !![0, u i; 0, 0])
      (fun i j => u i * v j) upperLeft where
  anticomm i j := by
    ext a b
    fin_cases a <;> fin_cases b <;> simp [mul_comm]
  normalised := by
    show (1 : Matrix (Fin 2) (Fin 2) ℂ) 0 0 = 1
    simp
  create_left i x := by
    show (!![0, 0; v i, 0] * x) 0 0 = 0
    rw [Matrix.mul_apply, Fin.sum_univ_two]
    simp
  annihilate_right i x := by
    show (x * !![0, u i; 0, 0]) 0 0 = 0
    rw [Matrix.mul_apply, Fin.sum_univ_two]
    simp

end FermionicWick
```

```lean
#print axioms FermionicWick.four_point
#print axioms FermionicWick.odd_point
```

```
'FermionicWick.four_point' depends on axioms: [propext, Classical.choice, Quot.sound]
'FermionicWick.odd_point' depends on axioms: [propext, Classical.choice, Quot.sound]
```

### What the hypotheses and theorems say

`R` is the operator algebra and `K` its commutative ring of scalars, for instance $\mathbb C$. The labels in `ι` may stand for modes, spins or times, and they may repeat within a product. `fieldOp p m i` is $A_i$. The structure `IsFermiVacuum p m c ω` collects the anticommutation relation and the three vacuum conditions; `c i j • (1 : R)` is the number $c_{ij}$ times the identity.

`four_point` is the displayed formula, for any four labels. `wick_recursion` treats a first field followed by a list of any length $n$, with labels $l_0,\dots,l_{n-1}$:

$$\omega(A_iA_{l_0}\cdots A_{l_{n-1}})=\sum_{k=0}^{n-1}(-1)^k c_{i l_k}\,\omega(\text{product of the }A_{l_r}\text{ with }r\ne k).$$

In Lean, `l.get k` is the label $l_k$ and `l.eraseIdx k` removes it from the list. `odd_point` says that products of an odd number of fields have zero expectation.

These are statements about vacuum expectations in the written operator order. They do not expand the operator product itself into normal-ordered terms, and there is no time ordering. Fields linear in fermionic creation and annihilation operators have number-valued anticommutators. Fields that evolve in time under an interaction are in general not linear in them, and the formula need not hold for them. The vacuum is assumed, not constructed from a Hamiltonian. Since each $c_{ij}$ is a scalar, continuum fields with delta-function anticommutators must first be smeared or discretised.

For a single Slater determinant, with creation and annihilation parts defined relative to it, the formula gives the direct and exchange terms of the two-electron energy, with their opposite signs.

### How the lemmas fit together

- `annihilate_creatorPoly` replaces $m_iy$ by a creator polynomial, using $m_ip_ky=c_{ik}y-p_km_iy$.
- `fields_to_creatorPoly` extends this to products of fields by induction on the list.
- `annihilators_anticommute_weakly` proves $\omega(xD_{ij}F)=0$. Its identity `s` is the commutator calculation above, expanded by `noncomm_ring`, which respects operator order.
- `annihilator_contractions` moves $m_i$ through the whole list. Each step exchanges it with the first field and applies the induction hypothesis with $xA_j$ in place of $x$. `Fin.sum_univ_succ` separates the first contraction from the others, whose signs shift by one.
- `wick_recursion` sets $x=1$ and removes the $p_i$ term.
- `two_point` is the short calculation for two fields. `four_point` writes out the recursion's three terms with `Fin.sum_univ_three` and inserts the two-point functions.
- `odd_point` starts from $\omega(A_i)=0$; each contraction then removes two fields and leaves an odd number.

### Induction over creator polynomials

The proof turns on the inductive predicate `CreatorPoly`. It lists the ways to build a creator polynomial: start from $1$, multiply on the left by a creator, add, or scale. Lean's `induction` tactic turns this list into the cases of a proof, so no explicit expansion into monomials is needed.

The induction works because the claims hold for every operator $x$ on the left. When a creator $p_k$ has to be passed, it is absorbed into the left factor, and the induction hypothesis is used with $xp_k$. In the replacement lemmas this is the order `∃ z, … ∧ ∀ x, …`: one polynomial serves for all left factors. In the anticommutator lemma, `generalizing x` does the same job.

### One fermionic mode as a check

`isFermiVacuum_witness` shows that the hypotheses are satisfied by one mode in $2\times2$ complex matrices. With arbitrary amplitudes $u_i$ and $v_i$, the fields are

$$A_i=\begin{pmatrix}0&u_i\\v_i&0\end{pmatrix},\qquad c_{ij}=u_iv_j,$$

and $\omega$, called `upperLeft`, reads off the upper left entry. Direct multiplication gives $\omega(A_iA_jA_kA_l)=u_iv_ju_kv_l$. In the pairing formula, this is the first term; the other two, $-u_iv_ku_jv_l$ and $+u_iv_lu_jv_k$, cancel. With a plus sign on the crossed pairing they would add up instead, and the formula would fail for nonzero amplitudes.
